# Keldysh screening raises the trial energy of a two-dimensional exciton at fixed radius but leaves it negative at large radius

In atomic units, let m > 0 be the reduced mass of an electron and a hole moving in a plane, a > 0 the radius of the trial state exp(−r/a), where r is their separation, and r0 ≥ 0 the Keldysh screening length of the layer, which is polarisable and lies in vacuum. The trial energy E(a) is the kinetic term 1/(2ma²) minus the integral over momenta q > 0 of F(q)/(1 + r0 q), where F(q) = (1 + q²a²/4)^(−3/2).

```lean
import Mathlib

open MeasureTheory Set Filter Topology

namespace ScreenedExcitonVariational

noncomputable section

/-- Form factor at momentum `q` of the electron-hole density of the two-dimensional
trial state `exp (-r / a)`. -/
def formFactor (a q : ℝ) : ℝ := (1 + q ^ 2 * a ^ 2 / 4) ^ (-(3 / 2) : ℝ)

/-- Magnitude of the mean electron-hole attraction for screening length `r0`
and trial radius `a`, as an integral over momentum. -/
def attraction (r0 a : ℝ) : ℝ := ∫ q in Ioi (0 : ℝ), formFactor a q / (1 + r0 * q)

/-- Variational exciton energy: kinetic energy for reduced mass `m` minus the
screened attraction, in atomic units. -/
def energy (m r0 a : ℝ) : ℝ := 1 / (2 * m * a ^ 2) - attraction r0 a

/-- The form factor is positive. -/
lemma formFactor_pos (a q : ℝ) : 0 < formFactor a q :=
  Real.rpow_pos_of_pos (by positivity) _

/-- Derivative in momentum of the inverse square root `(1 + q² a² / 4) ^ (-1/2)`. -/
lemma hasDerivAt_invRoot (a q : ℝ) :
    HasDerivAt (fun q : ℝ => (1 + q ^ 2 * a ^ 2 / 4) ^ (-(1 / 2) : ℝ))
      (-(q * a ^ 2 / 4) * formFactor a q) q := by
  have hu : HasDerivAt (fun q : ℝ => 1 + q ^ 2 * a ^ 2 / 4) (q * a ^ 2 / 2) q :=
    ((((hasDerivAt_pow 2 q).mul_const (a ^ 2)).div_const 4).const_add 1).congr_deriv
      (by norm_num; ring)
  have hpos : (1 + q ^ 2 * a ^ 2 / 4) ≠ 0 := by positivity
  refine (hu.rpow_const (p := (-(1 / 2) : ℝ)) (Or.inl hpos)).congr_deriv ?_
  simp only [formFactor]
  rw [show (-(1 / 2) : ℝ) - 1 = -(3 / 2) by norm_num]
  ring

/-- The inverse square root `(1 + q² a² / 4) ^ (-1/2)` tends to 0 as the momentum tends to infinity,
for `a > 0`. -/
lemma tendsto_invRoot {a : ℝ} (ha : 0 < a) :
    Tendsto (fun q : ℝ => (1 + q ^ 2 * a ^ 2 / 4) ^ (-(1 / 2) : ℝ)) atTop (𝓝 0) := by
  have hu : Tendsto (fun q : ℝ => 1 + q ^ 2 * a ^ 2 / 4) atTop atTop :=
    tendsto_atTop_add_const_left _ 1
      (((tendsto_pow_atTop two_ne_zero).atTop_mul_const (by positivity)).atTop_div_const
        (by norm_num))
  exact (tendsto_rpow_neg_atTop (by norm_num : (0 : ℝ) < 1 / 2)).comp hu

/-- The form factor is integrable over positive momenta, with integral `2 / a`. -/
theorem formFactor_integral {a : ℝ} (ha : 0 < a) :
    IntegrableOn (fun q => formFactor a q) (Ioi 0) ∧
      ∫ q in Ioi (0 : ℝ), formFactor a q = 2 / a := by
  -- the antiderivative is q / sqrt (1 + q² a² / 4)
  have hd : ∀ q ∈ Ici (0 : ℝ), HasDerivAt
      (fun q : ℝ => q * (1 + q ^ 2 * a ^ 2 / 4) ^ (-(1 / 2) : ℝ)) (formFactor a q) q := by
    intro q _
    refine ((hasDerivAt_id' q).fun_mul (hasDerivAt_invRoot a q)).congr_deriv ?_
    have hu : 0 < 1 + q ^ 2 * a ^ 2 / 4 := by positivity
    simp only [formFactor]
    rw [show (-(1 / 2) : ℝ) = 1 + -(3 / 2) by norm_num, Real.rpow_add hu, Real.rpow_one]
    ring
  have hl : Tendsto (fun q : ℝ => q * (1 + q ^ 2 * a ^ 2 / 4) ^ (-(1 / 2) : ℝ))
      atTop (𝓝 (2 / a)) := by
    have h1 := (Real.continuous_sqrt.tendsto _).comp
      (((tendsto_const_nhds (x := (1 : ℝ))).sub ((tendsto_invRoot ha).pow 2)).const_mul
        (4 / a ^ 2))
    have h2 : √(4 / a ^ 2 * (1 - 0 ^ 2)) = 2 / a := by
      rw [show 4 / a ^ 2 * (1 - 0 ^ 2) = (2 / a) ^ 2 by ring, Real.sqrt_sq (by positivity)]
    rw [h2] at h1
    refine h1.congr' ?_
    filter_upwards [eventually_gt_atTop 0] with q hq
    have hu : 0 < 1 + q ^ 2 * a ^ 2 / 4 := by positivity
    have root_sq : ∀ u : ℝ, 0 < u → (u ^ (-(1 / 2) : ℝ)) ^ 2 * u = 1 := by
      intro u hu
      rw [← Real.rpow_natCast, ← Real.rpow_mul hu.le,
        show (-(1 / 2) : ℝ) * ((2 : ℕ) : ℝ) = -1 by norm_num, Real.rpow_neg_one,
        inv_mul_cancel₀ hu.ne']
    have e := root_sq _ hu
    have hs := Real.rpow_pos_of_pos hu (-(1 / 2))
    simp only [Function.comp_apply]
    generalize (1 + q ^ 2 * a ^ 2 / 4) ^ (-(1 / 2) : ℝ) = s at e hs ⊢
    have h3 : 1 - s ^ 2 = s ^ 2 * q ^ 2 * a ^ 2 / 4 := by linear_combination -e
    have h4 : 4 / a ^ 2 * (1 - s ^ 2) = (q * s) ^ 2 := by
      rw [h3]
      field_simp
    rw [h4, Real.sqrt_sq (by positivity)]
  have hp : ∀ q ∈ Ioi (0 : ℝ), 0 ≤ formFactor a q := fun q _ => (formFactor_pos a q).le
  refine ⟨integrableOn_Ioi_deriv_of_nonneg' hd hp hl, ?_⟩
  rw [integral_Ioi_of_hasDerivAt_of_nonneg' hd hp hl]
  simp

/-- The first momentum moment of the form factor is finite and equals `4 / a²`. -/
theorem formFactor_moment {a : ℝ} (ha : 0 < a) :
    IntegrableOn (fun q => q * formFactor a q) (Ioi 0) ∧
      ∫ q in Ioi (0 : ℝ), q * formFactor a q = 4 / a ^ 2 := by
  have hd : ∀ q ∈ Ici (0 : ℝ), HasDerivAt
      (fun q : ℝ => -(4 / a ^ 2) * (1 + q ^ 2 * a ^ 2 / 4) ^ (-(1 / 2) : ℝ))
      (q * formFactor a q) q := by
    intro q _
    refine ((hasDerivAt_invRoot a q).const_mul (-(4 / a ^ 2))).congr_deriv ?_
    generalize formFactor a q = F
    field_simp
  have hl := (tendsto_invRoot ha).const_mul (-(4 / a ^ 2))
  have hp : ∀ q ∈ Ioi (0 : ℝ), 0 ≤ q * formFactor a q :=
    fun q hq => mul_nonneg (le_of_lt hq) (formFactor_pos a q).le
  refine ⟨integrableOn_Ioi_deriv_of_nonneg' hd hp hl, ?_⟩
  rw [integral_Ioi_of_hasDerivAt_of_nonneg' hd hp hl]
  simp

/-- The screened attraction integral converges. -/
lemma attraction_integrable {r0 a : ℝ} (hr : 0 ≤ r0) (ha : 0 < a) :
    IntegrableOn (fun q => formFactor a q / (1 + r0 * q)) (Ioi 0) := by
  refine Integrable.mono' (formFactor_integral ha).1 ?_ ?_
  · have hm : Measurable (fun q => formFactor a q / (1 + r0 * q)) := by
      unfold formFactor
      fun_prop
    exact hm.aestronglyMeasurable
  · refine (ae_restrict_iff' measurableSet_Ioi).2 (ae_of_all _ fun q hq => ?_)
    have h0 : 0 ≤ r0 * q := mul_nonneg hr (le_of_lt hq)
    have hF := formFactor_pos a q
    rw [Real.norm_of_nonneg (by positivity)]
    exact div_le_self hF.le (by linarith)

/-- The screened attraction is at least `2 / (a + 2 r0)`. -/
theorem attraction_lower_bound {r0 a : ℝ} (hr : 0 ≤ r0) (ha : 0 < a) :
    2 / (a + 2 * r0) ≤ attraction r0 a := by
  obtain ⟨i0, v0⟩ := formFactor_integral ha
  obtain ⟨i1, v1⟩ := formFactor_moment ha
  have hs : a + 2 * r0 ≠ 0 := by positivity
  obtain ⟨c, hc⟩ : ∃ c, c = a / (a + 2 * r0) := ⟨_, rfl⟩
  have j0 : Integrable (fun q => (2 * c - c ^ 2) * formFactor a q)
      (volume.restrict (Ioi 0)) := Integrable.const_mul i0 _
  have j1 : Integrable (fun q => c ^ 2 * r0 * (q * formFactor a q))
      (volume.restrict (Ioi 0)) := Integrable.const_mul i1 _
  -- tangent line to 1 / (1 + r0 q) at the mean momentum 2 / a
  have h := setIntegral_mono_on (j0.sub j1) (attraction_integrable hr ha) measurableSet_Ioi
    (fun q hq => by
      have h0 : 0 ≤ r0 * q := mul_nonneg hr (le_of_lt hq)
      change (2 * c - c ^ 2) * formFactor a q - c ^ 2 * r0 * (q * formFactor a q) ≤ _
      rw [le_div_iff₀ (by linarith)]
      nlinarith [mul_nonneg (formFactor_pos a q).le (sq_nonneg (1 - c * (1 + r0 * q)))])
  rw [integral_sub' j0 j1, integral_const_mul, integral_const_mul, v0, v1] at h
  have e : (2 * c - c ^ 2) * (2 / a) - c ^ 2 * r0 * (4 / a ^ 2) = 2 / (a + 2 * r0) := by
    rw [hc]
    field_simp
    ring
  rw [e] at h
  exact h

/-- At fixed trial radius the exciton energy is strictly increasing in the screening length. -/
theorem energy_strictMonoOn (m : ℝ) {a : ℝ} (ha : 0 < a) :
    StrictMonoOn (fun r0 => energy m r0 a) (Ici 0) := by
  intro r hr s hs hrs
  have ir := attraction_integrable hr ha
  have is := attraction_integrable hs ha
  have hD : ∀ q ∈ Ioi (0 : ℝ),
      0 < formFactor a q / (1 + r * q) - formFactor a q / (1 + s * q) := by
    intro q hq
    have h0 : 0 ≤ r * q := mul_nonneg hr (le_of_lt hq)
    have h1 : r * q < s * q := mul_lt_mul_of_pos_right hrs hq
    exact sub_pos.2 (div_lt_div_of_pos_left (formFactor_pos a q) (by linarith) (by linarith))
  have hpos : 0 < ∫ q in Ioi (0 : ℝ),
      (formFactor a q / (1 + r * q) - formFactor a q / (1 + s * q)) := by
    refine (setIntegral_pos_iff_support_of_nonneg_ae ?_ (Integrable.sub ir is)).2 ?_
    · exact (ae_restrict_iff' measurableSet_Ioi).2 (ae_of_all _ fun q hq => (hD q hq).le)
    · have hsub : Ioi (0 : ℝ) ⊆ Function.support ((fun q => formFactor a q / (1 + r * q)) -
          fun q => formFactor a q / (1 + s * q)) := fun q hq => (hD q hq).ne'
      rw [inter_eq_right.2 hsub, Real.volume_Ioi]
      simp
  rw [integral_sub ir is] at hpos
  simp only [energy, attraction]
  linarith

/-- Without screening the energy is `-2 m` plus a non-negative square term. -/
theorem energy_unscreened {m a : ℝ} (hm : 0 < m) (ha : 0 < a) :
    energy m 0 a = -2 * m + (1 - 2 * m * a) ^ 2 / (2 * m * a ^ 2) := by
  have h : attraction 0 a = 2 / a := by
    simp only [attraction, zero_mul, add_zero, div_one]
    exact (formFactor_integral ha).2
  rw [energy, h]
  field_simp
  ring

/-- The trial energy is negative whenever `a + 2 r0 < 4 m a²`. -/
theorem energy_neg_of_radius {m r0 a : ℝ} (hm : 0 < m) (hr : 0 ≤ r0) (ha : 0 < a)
    (h : a + 2 * r0 < 4 * m * a ^ 2) : energy m r0 a < 0 := by
  have h1 := attraction_lower_bound hr ha
  have h2 : 1 / (2 * m * a ^ 2) < 2 / (a + 2 * r0) := by
    rw [div_lt_div_iff₀ (by positivity) (by positivity)]
    linarith
  rw [energy]
  linarith

/-- The unscreened trial energy has minimum `-2 m`, reached only at `a = 1 / (2 m)`;
screening strictly raises the energy at fixed radius; and for every screening length
the energy is negative at all sufficiently large radii. -/
theorem screened_exciton_variational {m : ℝ} (hm : 0 < m) :
    (∀ a, 0 < a → -2 * m ≤ energy m 0 a ∧ (energy m 0 a = -2 * m ↔ a = 1 / (2 * m))) ∧
    (∀ a, 0 < a → StrictMonoOn (fun r0 => energy m r0 a) (Ici 0)) ∧
    (∀ r0, 0 ≤ r0 → ∀ᶠ a in atTop, energy m r0 a < 0) := by
  refine ⟨fun a ha => ?_, fun a ha => energy_strictMonoOn m ha, fun r0 hr => ?_⟩
  · have hd : 0 < 2 * m * a ^ 2 := by positivity
    rw [energy_unscreened hm ha, eq_div_iff (by positivity : 2 * m ≠ 0)]
    refine ⟨?_, fun h => ?_, fun h => ?_⟩
    · have : 0 ≤ (1 - 2 * m * a) ^ 2 / (2 * m * a ^ 2) := by positivity
      linarith
    · have h0 : (1 - 2 * m * a) ^ 2 / (2 * m * a ^ 2) = 0 := by linarith
      have h1 := (div_eq_zero_iff.1 h0).resolve_right hd.ne'
      have h2 : 1 - 2 * m * a = 0 := pow_eq_zero_iff two_ne_zero |>.1 h1
      linarith
    · have h2 : 1 - 2 * m * a = 0 := by linarith
      rw [h2]
      simp
  · filter_upwards [eventually_ge_atTop (1 / m), eventually_gt_atTop r0] with a h1 h2
    have ha : 0 < a := lt_of_le_of_lt hr h2
    have h3 : 1 ≤ a * m := (div_le_iff₀ hm).1 h1
    refine energy_neg_of_radius hm hr ha ?_
    nlinarith [mul_le_mul_of_nonneg_left h3 ha.le]

/-- With a positive screening length every trial energy lies strictly above `-2 m`. -/
theorem screened_energy_gt {m r0 a : ℝ} (hm : 0 < m) (hr : 0 < r0) (ha : 0 < a) :
    -2 * m < energy m r0 a :=
  lt_of_le_of_lt ((screened_exciton_variational hm).1 a ha).1
    (energy_strictMonoOn m ha (mem_Ici.2 le_rfl) (mem_Ici.2 hr.le) hr)

end

end ScreenedExcitonVariational
```

```lean
#print axioms ScreenedExcitonVariational.screened_exciton_variational
#print axioms ScreenedExcitonVariational.screened_energy_gt
```

```
'ScreenedExcitonVariational.screened_exciton_variational' depends on axioms: [propext, Classical.choice, Quot.sound]
'ScreenedExcitonVariational.screened_energy_gt' depends on axioms: [propext, Classical.choice, Quot.sound]
```

## Three statements about one energy function

In the file, F is `formFactor a q`, the integral is `attraction r0 a`, and E is `energy m r0 a`. All arguments are real numbers, and the theorems add the sign conditions they need. The main theorem, `screened_exciton_variational`, assumes m > 0 and has three parts.

- For r0 = 0 and every a > 0, the energy is at least −2m, and it equals −2m exactly when a = 1/(2m).
- For every fixed a > 0, the energy is strictly increasing in r0 on [0, ∞). This is `StrictMonoOn` on `Ici 0`.
- For every r0 ≥ 0, the energy is negative for all sufficiently large a. The phrase `∀ᶠ a in atTop` means that there is a threshold beyond which this always holds; the threshold may depend on m and r0.

The corollary `screened_energy_gt` combines the first two parts: if r0 > 0, every trial energy lies strictly above −2m.

## From the electron-hole pair to the integral

The normalised trial state is ψ(r) = √(2/π) exp(−r/a)/a. Since |∇ψ|² = ψ²/a², its kinetic energy is 1/(2ma²). The Fourier transform of its density is

∫ |ψ(r)|² exp(−i q·r) d²r = (1 + q²a²/4)^(−3/2) = F(q).

For a thin polarisable layer in vacuum, the Keldysh form of the electron-hole interaction in momentum space is −2π/(q(1 + r0 q)). The length r0 stands for the in-plane polarisability of the layer: it weakens the attraction at short distance and leaves the bare Coulomb tail at long distance. The mean interaction is

−∫ d²q/(2π)² · 2π F(q)/(q(1 + r0 q)) = −∫ over q > 0 of F(q)/(1 + r0 q) dq,

because the factor q in d²q = 2πq dq removes the 1/q of the interaction.

This passage from state to integral is the physical reading of the definitions; the Lean theorems start from the integral. The model is an effective-mass one, with parabolic bands and no electron-hole exchange. For r0 > 0, the theorems neither locate the best radius nor give the exact exciton energy.

A code that evaluates this E(a) can be tested against the unscreened minimum −2m at a = 1/(2m) and, for r0 > 0, against the upper bound 1/(2ma²) − 2/(a + 2r0) derived below.

## Two integrals with explicit antiderivatives

Write u = 1 + q²a²/4, so that F = u^(−3/2). The chain rule gives

d/dq u^(−1/2) = −(qa²/4) F,

which is `hasDerivAt_invRoot`. The product rule then gives

d/dq (q u^(−1/2)) = u^(−1/2) − (q²a²/4) u^(−3/2) = (u − q²a²/4) F = F.

The function q u^(−1/2) is 0 at q = 0 and tends to 2/a at large q. Similarly, −(4/a²) u^(−1/2) has derivative qF, starts at −4/a² and tends to 0. Hence, over q > 0,

∫ F dq = 2/a and ∫ q F dq = 4/a².

These are `formFactor_integral` and `formFactor_moment`. Both integrands are non-negative and both antiderivatives have finite limits, so the same argument gives integrability. This matters because Lean assigns the value 0 to an integral that does not converge. For the limit 2/a, the proof sets s = u^(−1/2) and uses qs = √((4/a²)(1 − s²)), with s → 0 from `tendsto_invRoot`.

For r0 ≥ 0 the screened integrand lies between 0 and F, so it is integrable too (`attraction_integrable`).

## The unscreened minimum

At r0 = 0 the attraction is 2/a, and completing the square gives

E(a) = 1/(2ma²) − 2/a = −2m + (1 − 2ma)²/(2ma²).

This is `energy_unscreened`. The last term is non-negative and vanishes only when 2ma = 1, which gives both the bound and the unique minimiser. The value −2m is also the known exact ground-state energy of two-dimensional hydrogen, whereas the theorem concerns only the minimum within the family exp(−r/a).

## Why stronger screening raises the energy

Take 0 ≤ r < s as two screening lengths; these are the names in the Lean proof, and in this section they do not mean the separation r or the root s used above. At every q > 0,

F/(1 + rq) − F/(1 + sq) = F (s − r) q/((1 + rq)(1 + sq)) > 0.

Both terms are integrable, and an integrable function that is positive throughout (0, ∞) has a positive integral, so the attraction falls strictly from r to s. The kinetic term does not depend on the screening length, so the energy rises strictly. In `energy_strictMonoOn`, strictness comes from showing that the set where the difference is non-zero has positive measure. Since the kinetic term cancels, this lemma needs no condition on m.

## A tangent line gives binding at large radius

With F as weight, the mean momentum is (4/a²)/(2/a) = 2/a. Put x = 1 + r0 q and let c = a/(a + 2r0), the value of 1/x at that mean. From (1 − cx)² ≥ 0 and x > 0 it follows that

1/x ≥ 2c − c²x = 2c − c² − c² r0 q.

The right-hand side is the tangent line to 1/(1 + r0 q) at q = 2/a. Multiplying by F and integrating gives

attraction ≥ (2c − c²)(2/a) − c² r0 (4/a²) = (2/a)(2c − c²(1 + 2r0/a)) = 2c/a = 2/(a + 2r0),

where the third step uses c(1 + 2r0/a) = 1. In `attraction_lower_bound`, `nlinarith` receives the square multiplied by F, and `setIntegral_mono_on` carries the pointwise inequality over to the integrals.

The energy is therefore negative whenever 1/(2ma²) < 2/(a + 2r0), that is, whenever

a + 2r0 < 4ma².

This is the criterion in `energy_neg_of_radius`. It is sufficient for every r0 ≥ 0. At r0 = 0 it is also necessary, since the attraction is then exactly 2/a; for r0 > 0 it is not, since the tangent-line bound is then strict. To reach it at large radius, the main proof takes a ≥ 1/m and a > r0. Then a ≤ ma², so a + 2r0 < 3a ≤ 3ma² < 4ma².

In physical terms, a wide state has small momenta, at which the screening factor is close to 1. Its attraction falls off like 2/a, while its kinetic energy falls off faster, like 1/a².

## An instance with m = 1/2, r0 = 1 and a = 2

The kinetic term is 1/4. The criterion reads 4 < 8, so the energy is negative, and the tangent-line bound gives E ≤ 1/4 − 1/2 = −1/4. Here the integral can also be done exactly. Substituting q = tan θ, with θ from 0 to π/2, gives

∫ (1 + q²)^(−3/2)/(1 + q) dq = ∫ cos²θ/(cos θ + sin θ) dθ = ln(1 + √2)/√2 ≈ 0.623.

The last integral follows by averaging it with its image under θ → π/2 − θ. Thus E ≈ −0.373 hartree. Without screening, the same radius gives 1/4 − 1 = −0.75, and the unscreened minimum is −1, at a = 1.

## Starting from the wavefunction

Another formalisation would define the energy as the expectation value of a Hamiltonian in the normalised state ψ. The kinetic term and the form factor would then be theorems instead of definitions, and the link between state and energy would be part of the checked result. The price would include a proof of the two-dimensional Fourier transform of the density; the inequalities for E would stay the same.
